# Completeness relation for an orthonormal family of real orbitals, one per point of a finite grid

A `System` consists of a real matrix Hamiltonian `H` on a finite grid `n` and real eigenorbitals `φ j`, one per grid point, orthonormal under the plain sum over points, with pairwise distinct energies `e j`. The theorem `complete` states the resolution of the identity: ∑_j φ_j(x) φ_j(y) = δ_xy for all grid points x, y. Mathematically, the square matrix Φ = `Matrix.of K.φ`, whose rows are the orbitals, satisfies ΦΦᵀ = 1, and the claim is ΦᵀΦ = 1 read entrywise; only the field `orth` is used. The attempt proves ΦΦᵀ = 1 as `h`, swaps the factors with `mul_eq_one_comm`, extracts the (x, y) entry by two applications of `congrFun`, and finishes with `simpa`.

In Lean, a first try:

```lean
import Mathlib

open Matrix Finset

namespace OrbitalResponse

noncomputable section

/-- A Hamiltonian on the finite grid `n` with an orthonormal family of real eigenorbitals,
one per grid point, and pairwise distinct orbital energies. -/
structure System (n : Type) [Fintype n] [DecidableEq n] where
  H : Matrix n n ℝ
  φ : n → n → ℝ
  e : n → ℝ
  eigen : ∀ j, H *ᵥ φ j = e j • φ j
  orth : ∀ i j, ∑ x, φ i x * φ j x = if i = j then 1 else 0
  distinct : Function.Injective e

namespace System

variable {n : Type} [Fintype n] [DecidableEq n] (K : System n)

/-- Completeness of the orbitals: `∑_j φ_j(x) φ_j(y) = δ_xy`. -/
theorem complete (x y : n) : ∑ j, K.φ j x * K.φ j y = if x = y then 1 else 0 := by
  have h : Matrix.of K.φ * (Matrix.of K.φ)ᵀ = 1 := by
    ext i j
    simpa [Matrix.mul_apply, Matrix.one_apply] using K.orth i j
  have h' := congrFun (congrFun (mul_eq_one_comm.mp h) x) y
  simpa [Matrix.mul_apply, Matrix.one_apply] using h'

end System

end

end OrbitalResponse
```

Lean reports:

```
Main.lean:28:22: error: Application type mismatch: The argument
  congrFun (mul_eq_one_comm.mp ?m.91) x
has type
  (?m.88 * ?m.87) x = 1 x
but is expected to have type
  ?m.78 = ?m.79
in the application
  congrFun (congrFun (mul_eq_one_comm.mp ?m.91) x)
```

Lean accepts the file once it reads:

```diff
@@ -26,5 +26,6 @@
     ext i j
     simpa [Matrix.mul_apply, Matrix.one_apply] using K.orth i j
-  have h' := congrFun (congrFun (mul_eq_one_comm.mp h) x) y
+  have h2 : (Matrix.of K.φ)ᵀ * Matrix.of K.φ = 1 := mul_eq_one_comm.mp h
+  have h' : ((Matrix.of K.φ)ᵀ * Matrix.of K.φ) x y = (1 : Matrix n n ℝ) x y := by rw [h2]
   simpa [Matrix.mul_apply, Matrix.one_apply] using h'
 
```

Diagnosis. The single error arises in the nested term defining `h'`, which has no stated type. In the message, `h` still appears as the placeholder `?m.91`, and the two factors are the metavariables `?m.88` and `?m.87`. So when the outer `congrFun` checked its argument, nothing had yet fixed the product as one of matrices in `Matrix n n ℝ`. The inner `congrFun` yielded `(?m.88 * ?m.87) x = 1 x`. The outer one expects `?m.78 = ?m.79` with both sides functions, and Lean could not unify the undetermined type of the values at `x` with a function type. The printed forms hide this, since the mismatch lies in the type at which the equality is taken.

The repair supplies the types explicitly. `h2` states ΦᵀΦ = 1, so `mul_eq_one_comm.mp h` is elaborated against a known matrix equation and both factors are determined. `h'` then states the (x, y) entry equation outright, with `1` ascribed to `Matrix n n ℝ`, and avoids `congrFun`: `rw [h2]` turns the left side into the right, and the goal closes by reflexivity. The final `simpa` is unchanged.
